# Averaging over one uniform site energy of width W keeps the broadened local density of states at that site below 1/W for a finite Hermitian Hamiltonian

An average over a uniformly distributed site energy can be written without any probability space: replace the diagonal matrix entry at one site by a real number $v$, integrate the local density of states at that same site over $v$ from $a$ to $a+W$, and divide by $W$. The Lean file below does this. All other entries of the Hamiltonian stay fixed, and the resulting bound $1/W$ holds for every real energy $E$ and every broadening $h>0$.

## The Hamiltonian, its Green function and the average

```lean
import Mathlib

open Matrix Filter Topology

namespace WegnerLocalDensity

noncomputable section

variable {n : Type*} [Fintype n] [DecidableEq n]
```

The type `n` is the finite set of sites, of any size, and `Matrix n n ℂ` is the type of complex matrices indexed by them.

```lean
/-- The Green function `(z - H)⁻¹`, meant for `z` outside the spectrum of `H`. -/
def green (H : Matrix n n ℂ) (z : ℂ) : Matrix n n ℂ :=
  (z • (1 : Matrix n n ℂ) - H)⁻¹
```

This is $G(z)=(z-H)^{-1}$, an ordinary matrix inverse. The number $z$ is written as a multiple of the identity matrix.

```lean
/-- The Hamiltonian `H` with its site energy at `x` set to `v`, all other entries kept. -/
def withSiteEnergy (H : Matrix n n ℂ) (x : n) (v : ℝ) : Matrix n n ℂ :=
  Matrix.of fun i j => if i = x ∧ j = x then (v : ℂ) else H i j
```

Write $H_v$ for this matrix: it has $v$ at position $(x,x)$ and agrees with $H$ elsewhere. The original value $H_{xx}$ is overwritten.

```lean
/-- The local density of states at site `x` and energy `E`, with broadening `h > 0`. -/
def ldos (H : Matrix n n ℂ) (x : n) (E h : ℝ) : ℝ :=
  -(green H (E + h * Complex.I) x x).im / Real.pi
```

The local density of states is $\rho_x=-\operatorname{Im}G_{xx}(E+ih)/\pi$. The broadening $h$ turns each energy level into a Lorentzian of half-width $h$.

```lean
/-- The local density of states at `x`, averaged over a site energy at `x` that is uniform
on `[a, a + W]`, for `W > 0`. -/
def averagedLdos (H : Matrix n n ℂ) (x : n) (a W E h : ℝ) : ℝ :=
  (∫ v in a..(a + W), ldos (withSiteEnergy H x v) x E h) / W
```

The average is $\frac1W\int_a^{a+W}\rho_x(v)\,dv$, with $\rho_x(v)$ computed from $H_v$.

```lean
/-- The inverse of the diagonal Green function at `x` when the site energy there is zero,
meant for `z` off the real axis. -/
def bareInverse (H : Matrix n n ℂ) (x : n) (z : ℂ) : ℂ :=
  (green (withSiteEnergy H x 0) z x x)⁻¹
```

This names $g=1/G_{xx}$, computed with the site energy at $x$ set to zero. It therefore does not depend on $v$.

## The sign of the imaginary part

```lean
/-- For Hermitian `H`, the imaginary part of `⟨u, (z - H) u⟩` is `Im z` times the squared norm of
`u`. -/
theorem im_expectation {H : Matrix n n ℂ} (hH : H.IsHermitian) (z : ℂ) (u : n → ℂ) :
    (star u ⬝ᵥ ((z • (1 : Matrix n n ℂ) - H) *ᵥ u)).im = z.im * ∑ i, ‖u i‖ ^ 2 := by
  -- `⟨u, H u⟩` is real
  have hs : star (star u ⬝ᵥ (H *ᵥ u)) = star u ⬝ᵥ (H *ᵥ u) := by
    simp only [dotProduct, mulVec, Pi.star_apply, Finset.mul_sum, star_sum, star_mul',
      star_star]
    rw [Finset.sum_comm]
    refine Finset.sum_congr rfl fun j _ => Finset.sum_congr rfl fun i _ => ?_
    rw [hH.apply j i]
    ring
  have hreal : (star u ⬝ᵥ (H *ᵥ u)).im = 0 := Complex.conj_eq_iff_im.mp hs
  have hz : (z • (1 : Matrix n n ℂ)) *ᵥ u = z • u := by
    ext i
    simp [mulVec, dotProduct, Matrix.one_apply]
  have hn : star u ⬝ᵥ u = ((∑ i, ‖u i‖ ^ 2 : ℝ) : ℂ) := by
    simp only [dotProduct, Pi.star_apply]
    push_cast
    exact Finset.sum_congr rfl fun i _ => Complex.conj_mul' (u i)
  rw [Matrix.sub_mulVec, hz, dotProduct_sub, dotProduct_smul, hn, Complex.sub_im, hreal,
    smul_eq_mul, Complex.mul_im, Complex.ofReal_re, Complex.ofReal_im]
  ring
```

A theorem in Lean lists its hypotheses, then a colon, the conclusion, and after `:=` the proof. Here `hH` says that $H$ is Hermitian, and the conclusion is
$$\operatorname{Im}\langle u,(z-H)u\rangle=\operatorname{Im}z\sum_i|u_i|^2 .$$
The vector $u$ need not be normalised. By hand, $\langle u,(z-H)u\rangle=z\sum_i|u_i|^2-\langle u,Hu\rangle$, and the last term is real because
$$\overline{\sum_{ij}\bar u_iH_{ij}u_j}=\sum_{ij}\bar u_jH_{ji}u_i .$$
The step `hs` is this equality, and `hreal` draws the conclusion.

```lean
/-- For Hermitian `H` and `z` off the real axis, `z - H` is invertible. -/
theorem isUnit_det {H : Matrix n n ℂ} (hH : H.IsHermitian) {z : ℂ} (hz : z.im ≠ 0) :
    IsUnit (z • (1 : Matrix n n ℂ) - H).det := by
  refine isUnit_iff_ne_zero.mpr fun hdet => ?_
  obtain ⟨u, hu, h0⟩ := Matrix.exists_mulVec_eq_zero_iff.mpr hdet
  have h := im_expectation hH z u
  rw [h0, dotProduct_zero, Complex.zero_im] at h
  have hs := (mul_eq_zero.mp h.symm).resolve_left hz
  apply hu
  funext i
  have hi := (Finset.sum_eq_zero_iff_of_nonneg
    (fun i _ => sq_nonneg ‖u i‖)).mp hs i (Finset.mem_univ i)
  simpa using hi
```

If $\det(z-H)$ vanished, some $u\neq0$ would satisfy $(z-H)u=0$. The previous identity would give $0=\operatorname{Im}z\sum_i|u_i|^2$, and since $\operatorname{Im}z\ne0$, every $u_i$ would be zero, a contradiction.

```lean
/-- Ward identity: for Hermitian `H` and `z` off the real axis, `-Im G_xx` is `Im z` times
the sum of `|G_yx|²` over all sites `y`. -/
theorem ward_identity {H : Matrix n n ℂ} (hH : H.IsHermitian) {z : ℂ} (hz : z.im ≠ 0)
    (x : n) : -(green H z x x).im = z.im * ∑ y, ‖green H z y x‖ ^ 2 := by
  have h1 : (z • (1 : Matrix n n ℂ) - H) * green H z = 1 :=
    Matrix.mul_nonsing_inv _ (isUnit_det hH hz)
  have hcol : (z • (1 : Matrix n n ℂ) - H) *ᵥ (fun y => green H z y x)
      = fun i => (1 : Matrix n n ℂ) i x := by
    ext i
    exact congrFun (congrFun h1 i) x
  have hdot : star (fun y => green H z y x) ⬝ᵥ (fun i => (1 : Matrix n n ℂ) i x)
      = star (green H z x x) := by
    simp [dotProduct, Matrix.one_apply]
  have h := im_expectation hH z (fun y => green H z y x)
  rw [hcol, hdot] at h
  exact (Complex.conj_im _).symm.trans h
```

Take $u$ to be column $x$ of the Green function, $u_y=G_{yx}$. Then $(z-H)u$ is the unit vector at $x$ (`hcol`), so $\langle u,(z-H)u\rangle=\overline{G_{xx}}$ (`hdot`). Its imaginary part is $-\operatorname{Im}G_{xx}$, hence
$$-\operatorname{Im}G_{xx}=\operatorname{Im}z\sum_y|G_{yx}|^2 .$$

```lean
/-- For Hermitian `H` and `Im z > 0`, the diagonal Green function has negative imaginary
part. -/
theorem green_im_neg {H : Matrix n n ℂ} (hH : H.IsHermitian) {z : ℂ} (hz : 0 < z.im)
    (x : n) : (green H z x x).im < 0 := by
  have h1 : (z • (1 : Matrix n n ℂ) - H) * green H z = 1 :=
    Matrix.mul_nonsing_inv _ (isUnit_det hH hz.ne')
  -- a column of an invertible matrix does not vanish
  have hex : ∃ y, green H z y x ≠ 0 := by
    by_contra! hall
    have h := congrFun (congrFun h1 x) x
    rw [Matrix.mul_apply] at h
    simp [hall] at h
  obtain ⟨y, hy⟩ := hex
  have hpos : 0 < ∑ y, ‖green H z y x‖ ^ 2 :=
    Finset.sum_pos' (fun i _ => sq_nonneg _)
      ⟨y, Finset.mem_univ y, pow_pos (norm_pos_iff.mpr hy) 2⟩
  have hw := ward_identity hH hz.ne' x
  have := mul_pos hz hpos
  linarith
```

For $\operatorname{Im}z>0$ the right-hand side is strictly positive. A vanishing column would make the $(x,x)$ entry of $(z-H)G$ equal to 0 instead of 1; this is the step `hex`. So $\operatorname{Im}G_{xx}<0$.

## How the Green function depends on one site energy

```lean
omit [Fintype n] in
/-- Setting a site energy of a Hermitian matrix to a real value keeps it Hermitian. -/
theorem withSiteEnergy_isHermitian {H : Matrix n n ℂ} (hH : H.IsHermitian) (x : n) (v : ℝ) :
    (withSiteEnergy H x v).IsHermitian := by
  refine Matrix.IsHermitian.ext fun i j => ?_
  show star (if j = x ∧ i = x then (v : ℂ) else H j i)
    = if i = x ∧ j = x then (v : ℂ) else H i j
  by_cases h : i = x ∧ j = x
  · rw [if_pos h, if_pos h.symm]
    exact Complex.conj_ofReal v
  · rw [if_neg h, if_neg (fun k => h k.symm)]
    exact hH.apply i j
```

A real $v$ on the diagonal keeps the matrix Hermitian, so the results above apply to every $H_v$.

```lean
/-- For Hermitian `H` and `Im z > 0`, the diagonal Green function at `x` depends on the site
energy `v` there as `1 / (g - v)`, with `g` the bare inverse. -/
theorem green_site_energy {H : Matrix n n ℂ} (hH : H.IsHermitian) {z : ℂ} (hz : 0 < z.im)
    (x : n) (v : ℝ) :
    green (withSiteEnergy H x v) z x x = (bareInverse H x z - v)⁻¹ := by
  have hD : withSiteEnergy H x v = withSiteEnergy H x 0
      + Matrix.diagonal (fun i => if i = x then (v : ℂ) else 0) := by
    ext i j
    rcases eq_or_ne i j with rfl | hij
    · by_cases hi : i = x <;> simp [withSiteEnergy, hi]
    · have hne : ¬(i = x ∧ j = x) := fun h => hij (h.1.trans h.2.symm)
      simp only [withSiteEnergy, Matrix.add_apply, Matrix.of_apply, if_neg hne,
        Matrix.diagonal_apply_ne _ hij, add_zero]
  -- the resolvent identity
  have res : ∀ G G' M M' D : Matrix n n ℂ, G * M = 1 → M' * G' = 1 → M' = M + D →
      G = G' + G * D * G' := by
    intro G G' M M' D h1 h2 h3
    calc G = G * (M' * G') := by rw [h2, mul_one]
      _ = G * M * G' + G * D * G' := by rw [h3]; noncomm_ring
      _ = G' + G * D * G' := by rw [h1, one_mul]
  have hG := res (green (withSiteEnergy H x v) z) (green (withSiteEnergy H x 0) z) _ _
    (Matrix.diagonal (fun i => if i = x then (v : ℂ) else 0))
    (Matrix.nonsing_inv_mul _ (isUnit_det (withSiteEnergy_isHermitian hH x v) hz.ne'))
    (Matrix.mul_nonsing_inv _ (isUnit_det (withSiteEnergy_isHermitian hH x 0) hz.ne'))
    (by rw [hD]; abel)
  have e := congrFun (congrFun hG x) x
  have hent : (green (withSiteEnergy H x v) z
      * Matrix.diagonal (fun i => if i = x then (v : ℂ) else 0)
      * green (withSiteEnergy H x 0) z) x x
      = green (withSiteEnergy H x v) z x x * v * green (withSiteEnergy H x 0) z x x := by
    rw [Matrix.mul_apply]
    simp [Matrix.mul_diagonal]
  rw [Matrix.add_apply, hent] at e
  have hne : green (withSiteEnergy H x 0) z x x ≠ 0 := by
    intro h0
    have him := green_im_neg (withSiteEnergy_isHermitian hH x 0) hz x
    rw [h0, Complex.zero_im] at him
    exact lt_irrefl _ him
  have hi := mul_inv_cancel₀ hne
  apply eq_inv_of_mul_eq_one_left
  unfold bareInverse
  linear_combination (green (withSiteEnergy H x 0) z x x)⁻¹ * e
    + (1 + green (withSiteEnergy H x v) z x x * v) * hi
```

Let $G$ belong to $H_v$ and $G'$ to $H_0$, and let $D$ have the single nonzero entry $v$ at $(x,x)$, if $v\neq0$. Since $z-H_0=(z-H_v)+D$,
$$G=G(z-H_0)G'=G'+GDG'.$$
This is `res`. Its $(x,x)$ entry reads $G_{xx}=G'_{xx}+G_{xx}\,v\,G'_{xx}$. The previous sign result gives $G'_{xx}\neq0$, so we may multiply by $g=1/G'_{xx}$:
$$gG_{xx}=1+vG_{xx},\qquad G_{xx}=\frac1{g-v}.$$
The closing `linear_combination` carries out this algebra.

## Integrating the Lorentzian

```lean
/-- The integral of a Lorentzian of centre `c` and half-width `b > 0` over an interval is a
difference of arctangents. -/
theorem integral_lorentzian {b : ℝ} (hb : 0 < b) (c s t : ℝ) :
    ∫ v in s..t, b / ((v - c) ^ 2 + b ^ 2)
      = Real.arctan ((t - c) / b) - Real.arctan ((s - c) / b) := by
  apply intervalIntegral.integral_eq_sub_of_hasDerivAt
    (f := fun v => Real.arctan ((v - c) / b))
  · intro v _
    have h : HasDerivAt (fun t => Real.arctan ((t - c) / b))
        (1 / (1 + ((v - c) / b) ^ 2) * (1 / b)) v :=
      (((hasDerivAt_id' v).sub_const c).div_const b).arctan
    refine h.congr_deriv ?_
    have h1 : (v - c) ^ 2 + b ^ 2 ≠ 0 := by positivity
    have h2 : 1 + ((v - c) / b) ^ 2 = ((v - c) ^ 2 + b ^ 2) / b ^ 2 := by
      rw [div_pow, add_div, div_self (pow_ne_zero 2 hb.ne')]
      ring
    rw [h2, one_div_div]
    field_simp
  · exact (Continuous.div continuous_const (by fun_prop)
      (fun v => (by positivity : (v - c) ^ 2 + b ^ 2 ≠ 0))).intervalIntegrable _ _
```

For $b>0$,
$$\frac{d}{dv}\arctan\frac{v-c}{b}=\frac{1/b}{1+(v-c)^2/b^2}=\frac{b}{(v-c)^2+b^2}.$$
The fundamental theorem of calculus then gives the integral. The first bullet in the proof supplies the derivative, the second the integrability.

```lean
/-- For Hermitian `H` and `Im z > 0`, the bare inverse has positive imaginary part. -/
theorem bareInverse_im_pos {H : Matrix n n ℂ} (hH : H.IsHermitian) {z : ℂ} (hz : 0 < z.im)
    (x : n) : 0 < (bareInverse H x z).im := by
  have him := green_im_neg (withSiteEnergy_isHermitian hH x 0) hz x
  have hne : green (withSiteEnergy H x 0) z x x ≠ 0 := by
    intro h0
    rw [h0, Complex.zero_im] at him
    exact lt_irrefl _ him
  unfold bareInverse
  rw [Complex.inv_im]
  exact div_pos (neg_pos.mpr him) (Complex.normSq_pos.mpr hne)
```

From $g=1/G'_{xx}$ we get $\operatorname{Im}g=-\operatorname{Im}G'_{xx}/|G'_{xx}|^2>0$.

```lean
/-- Exact average for Hermitian `H` and `h > 0`: with `g` the bare inverse at `E + ih`, the
averaged local density of states is a difference of two arctangents over `π W`. -/
theorem averagedLdos_eq {H : Matrix n n ℂ} (hH : H.IsHermitian) (x : n) (a W E : ℝ) {h : ℝ}
    (hh : 0 < h) (g : ℂ) (hg : g = bareInverse H x (E + h * Complex.I)) :
    averagedLdos H x a W E h = (Real.arctan ((a + W - g.re) / g.im)
      - Real.arctan ((a - g.re) / g.im)) / (Real.pi * W) := by
  have hz : 0 < ((E : ℂ) + h * Complex.I).im := by simpa using hh
  have hb : 0 < g.im := hg ▸ bareInverse_im_pos hH hz x
  -- as a function of the site energy, the density of states is a Lorentzian
  have hv : ∀ v : ℝ, ldos (withSiteEnergy H x v) x E h
      = Real.pi⁻¹ * (g.im / ((v - g.re) ^ 2 + g.im ^ 2)) := by
    intro v
    have hd : Complex.normSq (g - v) = (v - g.re) ^ 2 + g.im ^ 2 := by
      rw [Complex.normSq_apply, Complex.sub_re, Complex.sub_im, Complex.ofReal_re,
        Complex.ofReal_im]
      ring
    unfold ldos
    rw [green_site_energy hH hz x v, ← hg, Complex.inv_im, hd, Complex.sub_im,
      Complex.ofReal_im]
    ring
  unfold averagedLdos
  simp_rw [hv]
  rw [intervalIntegral.integral_const_mul, integral_lorentzian hb]
  ring
```

Set $z=E+ih$, $c=\operatorname{Re}g$ and $b=\operatorname{Im}g$. Then
$$\rho_x(v)=-\frac1\pi\operatorname{Im}\frac1{g-v}=\frac1\pi\,\frac{b}{(v-c)^2+b^2},$$
which is `hv`. Integration gives the average
$$\frac{1}{\pi W}\left[\arctan\frac{a+W-c}{b}-\arctan\frac{a-c}{b}\right].$$

## The bound and its optimal constant

```lean
/-- Wegner bound: for Hermitian `H`, a site energy at `x` uniform on an interval of length
`W > 0`, any real `E` and any `h > 0`, the averaged local density of states at `x` is less
than `1 / W`. -/
theorem wegner_bound {H : Matrix n n ℂ} (hH : H.IsHermitian) (x : n) (a E : ℝ) {W h : ℝ}
    (hW : 0 < W) (hh : 0 < h) : averagedLdos H x a W E h < 1 / W := by
  rw [averagedLdos_eq hH x a W E hh _ rfl,
    div_lt_div_iff₀ (mul_pos Real.pi_pos hW) hW, one_mul]
  -- two arctangents differ by less than π
  refine mul_lt_mul_of_pos_right ?_ hW
  have h1 := Real.arctan_lt_pi_div_two
    ((a + W - (bareInverse H x (E + h * Complex.I)).re)
      / (bareInverse H x (E + h * Complex.I)).im)
  have h2 := Real.neg_pi_div_two_lt_arctan
    ((a - (bareInverse H x (E + h * Complex.I)).re)
      / (bareInverse H x (E + h * Complex.I)).im)
  linarith
```

Each arctangent lies strictly between $-\pi/2$ and $\pi/2$, so the bracket is less than $\pi$ and the average is less than $1/W$. In the proof, `h1` and `h2` are these two estimates, and `linarith` combines them. The bound contains neither $h$ nor the number of sites, so the average cannot diverge as $h\to0^+$.

The condition $W>0$ cannot be weakened to $W\ge0$. At $W=0$ the site energy is fixed; for a single site with $v=E$, the local density of states is $1/(\pi h)$, which diverges as $h\to0^+$. (Lean's convention for division by zero would turn the inequality into the false statement $0<0$.)

Wegner's name usually goes with estimates for the averaged density of states, or the expected number of levels in an energy window, when all site energies are random. The theorem here treats one random site energy with a uniform distribution, and it does not decide whether states are localized. For a simulation of non-interacting spinless electrons on a finite lattice, in an orthonormal basis with one orbital per site, it gives a check: apart from sampling and rounding errors, the local density of states at a site, averaged over such an energy at that same site, must stay below $1/W$ at every broadening $h>0$.

```lean
/-- Sharpness: for a single site and `E` at the centre of the interval of length `W > 0`, the
averaged local density of states tends to `1 / W` as `h` tends to zero from above. -/
theorem wegner_bound_sharp (E : ℝ) {W : ℝ} (hW : 0 < W) :
    Tendsto (fun h => averagedLdos (0 : Matrix (Fin 1) (Fin 1) ℂ) 0 (E - W / 2) W E h)
      (𝓝[>] 0) (𝓝 (1 / W)) := by
  -- for a single site the bare inverse is z itself
  have hbare : ∀ z : ℂ, 0 < z.im →
      z = bareInverse (0 : Matrix (Fin 1) (Fin 1) ℂ) 0 z := by
    intro z hz
    have hA : withSiteEnergy (0 : Matrix (Fin 1) (Fin 1) ℂ) 0 0 = 0 := by
      ext i j
      simp [withSiteEnergy]
    have h1 : (z • (1 : Matrix (Fin 1) (Fin 1) ℂ) - 0) * green 0 z = 1 :=
      Matrix.mul_nonsing_inv _ (isUnit_det Matrix.isHermitian_zero hz.ne')
    rw [sub_zero, smul_mul_assoc, one_mul] at h1
    have e : z * green (0 : Matrix (Fin 1) (Fin 1) ℂ) z 0 0 = 1 :=
      (congrFun (congrFun h1 0) 0).trans (Matrix.one_apply_eq 0)
    unfold bareInverse
    rw [hA]
    exact eq_inv_of_mul_eq_one_left e
  have h1 : Tendsto (fun h : ℝ => W / 2 * h⁻¹) (𝓝[>] 0) atTop :=
    tendsto_inv_nhdsGT_zero.const_mul_atTop (by positivity)
  have h2 : Tendsto (fun h : ℝ => Real.arctan (W / 2 * h⁻¹)) (𝓝[>] 0)
      (𝓝 (Real.pi / 2)) :=
    (Real.tendsto_arctan_atTop.mono_right nhdsWithin_le_nhds).comp h1
  have h3 := (h2.const_mul 2).div_const (Real.pi * W)
  have hlim : 2 * (Real.pi / 2) / (Real.pi * W) = 1 / W := by
    have := Real.pi_ne_zero
    field_simp
  rw [hlim] at h3
  refine h3.congr' ?_
  filter_upwards [self_mem_nhdsWithin] with h hh
  have hpos : 0 < h := hh
  have hre : ((E : ℂ) + h * Complex.I).re = E := by simp
  have him : ((E : ℂ) + h * Complex.I).im = h := by simp
  rw [averagedLdos_eq Matrix.isHermitian_zero 0 (E - W / 2) W E hpos _
    (hbare _ (by rw [him]; exact hpos)), hre, him]
  have e1 : (E - W / 2 + W - E) / h = W / 2 * h⁻¹ := by ring
  have e2 : (E - W / 2 - E) / h = -(W / 2 * h⁻¹) := by ring
  rw [e1, e2, Real.arctan_neg]
  ring

end

end WegnerLocalDensity
```

`Tendsto` states a limit, and `𝓝[>] 0` means that $h$ approaches zero from above. For one site, $G'_{xx}=1/z$, so $g=z=E+ih$ (`hbare`). With the interval centred at $E$, so that $a=E-W/2$, the exact average becomes
$$\frac{2}{\pi W}\arctan\frac{W}{2h}\;\longrightarrow\;\frac{2}{\pi W}\cdot\frac{\pi}{2}=\frac1W .$$
The steps `h1` to `h3` build this limit, and the remaining lines identify the expression with the average for $h>0$. No constant smaller than $1/W$ can therefore serve in a bound for all finite Hermitian matrices, energies and broadenings.

```lean
#print axioms WegnerLocalDensity.wegner_bound
-- 'WegnerLocalDensity.wegner_bound' depends on axioms: [propext, Classical.choice, Quot.sound]
#print axioms WegnerLocalDensity.wegner_bound_sharp
-- 'WegnerLocalDensity.wegner_bound_sharp' depends on axioms: [propext, Classical.choice, Quot.sound]
```
